# Wavevector decomposition of the RPA determinant and trace for a ring of cells

The correlation energy of a crystal in the random-phase approximation (RPA) is a frequency integral whose integrand can be computed from one matrix for a whole supercell, whose dimension grows with the number of cells, or from a set of matrices of fixed dimension, one per wavevector. This text relates the determinant and trace in the two descriptions.

For an interaction $v$ and a non-interacting density response $\chi$ that are both invariant under lattice translations, the determinant and trace separate by wavevector:

$$\det(1-v\chi)=\prod_q\det\bigl(1-v(q)\chi(q)\bigr),\qquad \mathrm{Tr}(v\chi)=\sum_q\mathrm{Tr}\bigl(v(q)\chi(q)\bigr).$$

The RPA integrand $\ln\det(1-v\chi)+\mathrm{Tr}(v\chi)$ is then a sum over $q$, provided that every determinant on the right is real and positive.

## A ring of cells and its Bloch blocks

The model is a one-dimensional crystal of $N\ge 1$ cells under Born–von Kármán conditions. Cells are labelled by integers modulo $N$, the type `ZMod N`, and each cell carries the same finite basis `b`. Three-dimensional meshes are not treated.

```lean
import Mathlib

open Finset

namespace PeriodicRPA

noncomputable section

variable {N : ℕ} [NeZero N] {b : Type*} [Fintype b] [DecidableEq b]
```

A matrix element $A_{(x,i),(y,j)}$ couples function $i$ in cell $x$ to function $j$ in cell $y$. Periodicity means that moving both cells by the same $t$ changes nothing:

$$A_{(x+t,i),(y+t,j)}=A_{(x,i),(y,j)}.$$

```lean
/-- A matrix on cells and basis functions is periodic if it is unchanged when both cells
are translated by the same lattice vector. -/
def IsPeriodic (A : Matrix (ZMod N × b) (ZMod N × b) ℂ) : Prop :=
  ∀ (t x y : ZMod N) (i j : b), A (x + t, i) (y + t, j) = A (x, i) (y, j)
```

Wavevectors are also labelled by `ZMod N`; the label $q$ stands for the physical wavevector $2\pi q/(Na)$, with $a$ the lattice constant. The Fourier factor is $\varphi_q(x)=e^{-2\pi i qx/N}$, written in Lean through the standard additive character of `ZMod N`.

```lean
/-- The lattice Fourier factor of wavevector `q` at cell `x`. -/
def phase (q x : ZMod N) : ℂ := ZMod.stdAddChar (-(q * x))
```

The Bloch block at $q$ is a matrix in the basis indices alone,

$$A(q)_{ij}=\sum_r\varphi_q(r)\,A_{(r,i),(0,j)}.$$

The sum carries no factor $1/N$ or $1/\sqrt N$.

```lean
/-- The Bloch block `A(q)`: the lattice Fourier transform of the blocks that couple
cell `r` to cell `0`. -/
def bloch (A : Matrix (ZMod N × b) (ZMod N × b) ℂ) (q : ZMod N) : Matrix b b ℂ :=
  Matrix.of fun i j => ∑ r, phase q r * A (r, i) (0, j)
```

The change from cells to wavevectors is the matrix $F_{(q,i),(x,j)}=\delta_{ij}\,\varphi_q(x)$. It is unnormalised: $F/\sqrt N$ is the unitary version.

```lean
/-- The unnormalised matrix that takes cells to wavevectors and leaves the basis index alone. -/
def planeWave (N : ℕ) [NeZero N] (b : Type*) [DecidableEq b] :
    Matrix (ZMod N × b) (ZMod N × b) ℂ :=
  Matrix.of fun q x => if q.2 = x.2 then phase q.1 x.1 else 0
```

The blocks are collected in $D_{(q,i),(p,j)}=\delta_{qp}\,A(q)_{ij}$.

```lean
/-- The matrix with the Bloch blocks on its diagonal and no coupling between wavevectors. -/
def blochDiagonal (A : Matrix (ZMod N × b) (ZMod N × b) ℂ) :
    Matrix (ZMod N × b) (ZMod N × b) ℂ :=
  Matrix.of fun q p => if q.1 = p.1 then bloch A q.1 q.2 p.2 else 0
```

The integrand is defined for any finite square matrix $M=v\chi$ at one frequency, with the principal branch of the complex logarithm. The frequency integral and its prefactor are left out. The matrix $\chi$ is given, not computed from orbitals, and $v$ has finite entries, so the divergence of the Coulomb interaction at $q=0$ must have been treated beforehand. The identity in $1-M$ presupposes a representation, such as an orthonormal basis, in which operator products are matrix products.

```lean
/-- The RPA integrand `ln det(1 - M) + Tr M` for `M = v χ` at one frequency. -/
def rpaIntegrand {m : Type*} [Fintype m] [DecidableEq m] (M : Matrix m m ℂ) : ℂ :=
  Complex.log (1 - M).det + M.trace
```

## Plane waves form an invertible transformation

For integer labels the character is the familiar exponential, which fixes the sign convention.

```lean
/-- The Fourier factor is `exp(-2πi q x / N)` for integer labels `q` and `x`. -/
theorem phase_intCast (q x : ℤ) :
    phase (q : ZMod N) (x : ZMod N)
      = Complex.exp (-(2 * Real.pi * Complex.I * q * x / N)) := by
  have h := ZMod.stdAddChar_coe (N := N) (-(q * x))
  push_cast at h
  unfold phase
  rw [h]
  congr 1
  ring
```

Let $S=\sum_x\varphi_q(x)$. At $q=0$ every term is 1 and $S=N$. For $q\neq0$, shifting the summation variable by one cell gives $S=\varphi_q(1)S$ with $\varphi_q(1)\ne1$, hence $S=0$. Lean takes this from Mathlib's orthogonality theorem for primitive characters.

```lean
/-- The Fourier factors summed over all cells give `N` at zero wavevector and cancel otherwise. -/
theorem phase_sum (q : ZMod N) : ∑ x, phase q x = if q = 0 then (N : ℂ) else 0 := by
  have h := AddChar.sum_mulShift (-q) (ZMod.isPrimitive_stdAddChar N)
  have h' : ∑ x, phase q x = ∑ x : ZMod N, ZMod.stdAddChar (x * -q) := by
    refine sum_congr rfl fun x _ => ?_
    unfold phase
    congr 1
    ring
  rw [h', h]
  by_cases hq : q = 0 <;> simp [hq, ZMod.card]
```

Let $G_{(y,i),(p,j)}=\delta_{ij}\,\varphi_{-p}(y)$ be the matrix of opposite phases. Then

$$(FG)_{(q,i),(p,j)}=\delta_{ij}\sum_x\varphi_q(x)\varphi_{-p}(x)=\delta_{ij}\sum_x\varphi_{q-p}(x)=N\,\delta_{ij}\,\delta_{qp}.$$

Thus $FG=N\cdot 1$, and $\det F\,\det G$ is a power of $N$, which is not zero. The step `key` is this product.

```lean
/-- The plane-wave matrix has nonzero determinant. -/
theorem planeWave_det_ne_zero : (planeWave N b).det ≠ 0 := by
  -- the opposite phases invert the transform up to the factor `N`
  have key : planeWave N b * Matrix.of (fun (y p : ZMod N × b) =>
      if y.2 = p.2 then phase (-p.1) y.1 else 0) = (N : ℂ) • 1 := by
    ext ⟨q, i⟩ ⟨p, j⟩
    have h : ∀ x, phase q x * phase (-p) x = phase (q - p) x := by
      intro x
      unfold phase
      rw [← AddChar.map_add_eq_mul]
      congr 1
      ring
    rw [Matrix.mul_apply, Fintype.sum_prod_type]
    simp only [planeWave, Matrix.of_apply, ite_mul, zero_mul, sum_ite_eq, mem_univ, if_true]
    by_cases hij : i = j <;> simp [hij, h, phase_sum, sub_eq_zero, Matrix.one_apply]
  have h := congrArg Matrix.det key
  rw [Matrix.det_mul, Matrix.det_smul, Matrix.det_one, mul_one] at h
  intro h0
  rw [h0, zero_mul] at h
  exact pow_ne_zero _ (Nat.cast_ne_zero.mpr (NeZero.ne N)) h.symm
```

## Translation invariance removes the coupling between wavevectors

Take the Fourier sum relative to cell $y$ instead of cell $0$. Replacing $r$ by $r+y$ and then using periodicity,

$$\sum_r\varphi_q(r)A_{(r,i),(y,k)}=\sum_r\varphi_q(r+y)A_{(r+y,i),(y,k)}=\varphi_q(y)\sum_r\varphi_q(r)A_{(r,i),(0,k)}=\varphi_q(y)\,A(q)_{ik}.$$

In Lean, `Equiv.sum_comp` performs the shift and `hA` supplies periodicity.

```lean
omit [Fintype b] [DecidableEq b] in
/-- Transforming a periodic matrix relative to cell `y` instead of cell `0` multiplies its
Bloch block by the Fourier factor of `y`. -/
theorem bloch_shift {A : Matrix (ZMod N × b) (ZMod N × b) ℂ} (hA : IsPeriodic A)
    (q y : ZMod N) (i k : b) :
    ∑ r, phase q r * A (r, i) (y, k) = phase q y * bloch A q i k := by
  refine (Equiv.sum_comp (Equiv.addRight y) _).symm.trans ?_
  simp only [Equiv.coe_addRight, bloch, Matrix.of_apply, mul_sum]
  refine sum_congr rfl fun r _ => ?_
  have h := hA y r 0 i k
  rw [zero_add] at h
  have hp : phase q (r + y) = phase q y * phase q r := by
    unfold phase
    rw [← AddChar.map_add_eq_mul]
    congr 1
    ring
  rw [h, hp, mul_assoc]
```

The left side above, with $j$ for $k$, is the element $(FA)_{(q,i),(y,j)}$. The right side is $(DF)_{(q,i),(y,j)}=A(q)_{ij}\,\varphi_q(y)$. Therefore $FA=DF$.

```lean
/-- Plane waves block-diagonalise a periodic matrix: `F A = D F`, with the Bloch blocks in `D`. -/
theorem planeWave_mul {A : Matrix (ZMod N × b) (ZMod N × b) ℂ} (hA : IsPeriodic A) :
    planeWave N b * A = blochDiagonal A * planeWave N b := by
  ext ⟨q, i⟩ ⟨y, j⟩
  have hL : (planeWave N b * A) (q, i) (y, j) = ∑ r, phase q r * A (r, i) (y, j) := by
    rw [Matrix.mul_apply, Fintype.sum_prod_type]
    simp only [planeWave, Matrix.of_apply, ite_mul, zero_mul, sum_ite_eq, mem_univ, if_true]
  have hR : (blochDiagonal A * planeWave N b) (q, i) (y, j) = bloch A q i j * phase q y := by
    rw [Matrix.mul_apply, Fintype.sum_prod_type]
    simp only [planeWave, blochDiagonal, Matrix.of_apply, mul_ite, mul_zero, sum_ite_eq',
      mem_univ, if_true]
    simp only [ite_mul, zero_mul, sum_ite_eq, mem_univ, if_true]
  rw [hL, hR, bloch_shift hA, mul_comm]
```

The product of two periodic matrices is periodic, because the intermediate cell can be translated along with the outer two. Its Bloch block follows from the shift rule:

$$(AB)(q)_{ij}=\sum_{y,k}\Bigl(\sum_r\varphi_q(r)A_{(r,i),(y,k)}\Bigr)B_{(y,k),(0,j)}=\sum_kA(q)_{ik}\sum_y\varphi_q(y)B_{(y,k),(0,j)}=\sum_kA(q)_{ik}B(q)_{kj}.$$

The `calc` block follows the same order.

```lean
/-- The product of two periodic matrices is periodic, and its Bloch block at each wavevector
is the product of their Bloch blocks. -/
theorem periodic_mul {A B : Matrix (ZMod N × b) (ZMod N × b) ℂ}
    (hA : IsPeriodic A) (hB : IsPeriodic B) :
    IsPeriodic (A * B) ∧ ∀ q, bloch (A * B) q = bloch A q * bloch B q := by
  constructor
  · intro t x y i j
    rw [Matrix.mul_apply, Matrix.mul_apply, Fintype.sum_prod_type, Fintype.sum_prod_type]
    -- translate the intermediate cell along with the outer ones
    refine (Equiv.sum_comp (Equiv.addRight t) _).symm.trans ?_
    simp only [Equiv.coe_addRight, hA t, hB t]
  · intro q
    ext i j
    calc bloch (A * B) q i j
        = ∑ r, phase q r * ∑ y, ∑ k, A (r, i) (y, k) * B (y, k) (0, j) := by
          simp only [bloch, Matrix.of_apply, Matrix.mul_apply, Fintype.sum_prod_type]
      _ = ∑ y, ∑ k, (∑ r, phase q r * A (r, i) (y, k)) * B (y, k) (0, j) := by
          simp only [mul_sum, sum_mul, mul_assoc]
          rw [sum_comm]
          exact sum_congr rfl fun y _ => sum_comm
      _ = ∑ y, ∑ k, (phase q y * bloch A q i k) * B (y, k) (0, j) := by
          simp only [bloch_shift hA]
      _ = (bloch A q * bloch B q) i j := by
          rw [Matrix.mul_apply, sum_comm]
          refine sum_congr rfl fun k _ => ?_
          have h : bloch B q k j = ∑ r, phase q r * B (r, k) (0, j) := rfl
          rw [h, mul_sum]
          exact sum_congr rfl fun y _ => by ring
```

## Determinants multiply and traces add

Taking determinants of $FA=DF$ gives $\det F\,\det A=\det D\,\det F$. Since $\det F\neq0$, it cancels, and the block-diagonal form gives $\det A=\det D=\prod_q\det A(q)$. For the trace, $A=F^{-1}DF$ and cyclicity give $\mathrm{Tr}\,A=\mathrm{Tr}\,D=\sum_q\mathrm{Tr}\,A(q)$.

```lean
/-- The determinant of a periodic matrix is the product, and its trace the sum, of those of
its Bloch blocks over all wavevectors. -/
theorem det_trace_periodic {A : Matrix (ZMod N × b) (ZMod N × b) ℂ} (hA : IsPeriodic A) :
    A.det = ∏ q, (bloch A q).det ∧ A.trace = ∑ q, (bloch A q).trace := by
  have hF := planeWave_det_ne_zero (N := N) (b := b)
  constructor
  · have hD : (blochDiagonal A).det = ∏ q, (bloch A q).det := by
      have h : blochDiagonal A = (Matrix.blockDiagonal (bloch A)).submatrix
          (Equiv.prodComm (ZMod N) b) (Equiv.prodComm (ZMod N) b) := by
        ext x y
        simp [blochDiagonal, Matrix.blockDiagonal_apply]
      rw [h, Matrix.det_submatrix_equiv_self, Matrix.det_blockDiagonal]
    have h := congrArg Matrix.det (planeWave_mul hA)
    rw [Matrix.det_mul, Matrix.det_mul, hD] at h
    exact mul_left_cancel₀ hF (by linear_combination h)
  · have hU : IsUnit (planeWave N b).det := isUnit_iff_ne_zero.mpr hF
    -- the trace does not change under the similarity transformation
    calc A.trace = ((planeWave N b)⁻¹ * (planeWave N b * A)).trace := by
          rw [← mul_assoc, Matrix.nonsing_inv_mul _ hU, one_mul]
      _ = (blochDiagonal A).trace := by
          rw [planeWave_mul hA, Matrix.trace_mul_comm, mul_assoc,
            Matrix.mul_nonsing_inv _ hU, mul_one]
      _ = ∑ q, (bloch A q).trace := by
          simp [Matrix.trace, blochDiagonal, Fintype.sum_prod_type]
```

Now set $M=v\chi$. It is periodic, with blocks $M(q)=v(q)\chi(q)$, which settles the trace. The matrix $1-M$ is periodic too. Only $r=0$ contributes to the Bloch block of the identity, and $\varphi_q(0)=1$, so that block is the identity and

$$(1-M)(q)=1-v(q)\chi(q).$$

The determinant rule applied to $1-M$ gives the first formula. No positivity or Hermiticity is required here.

```lean
/-- For a periodic interaction `v` and response `χ`, `det(1 - v χ)` is the product over
wavevectors of `det(1 - v(q) χ(q))`, and `Tr(v χ)` is the sum of `Tr(v(q) χ(q))`. -/
theorem rpa_det_trace {v χ : Matrix (ZMod N × b) (ZMod N × b) ℂ}
    (hv : IsPeriodic v) (hχ : IsPeriodic χ) :
    (1 - v * χ).det = ∏ q, (1 - bloch v q * bloch χ q).det ∧
      (v * χ).trace = ∑ q, (bloch v q * bloch χ q).trace := by
  obtain ⟨hP, hB⟩ := periodic_mul hv hχ
  simp only [← hB]
  generalize v * χ = M at hP
  refine ⟨?_, (det_trace_periodic hP).2⟩
  have h1 : IsPeriodic (1 - M) := by
    intro t x y i j
    simp only [Matrix.sub_apply, hP t x y i j, Matrix.one_apply, Prod.mk.injEq, add_left_inj]
  rw [(det_trace_periodic h1).1]
  refine prod_congr rfl fun q _ => congrArg Matrix.det ?_
  -- the identity has the identity as its Bloch block
  have h0 : phase q 0 = 1 := by simp [phase]
  ext i j
  by_cases hij : i = j <;>
    simp [bloch, hij, h0, Matrix.one_apply, mul_sub, sum_sub_distrib]
```

## Positive determinants let the logarithm split

Write $d_q=\det(1-v(q)\chi(q))$. If every $d_q$ is real and positive, then $\ln\prod_qd_q=\sum_q\ln d_q$, and adding the traces gives

$$\ln\det(1-v\chi)+\mathrm{Tr}(v\chi)=\sum_q\Bigl[\ln d_q+\mathrm{Tr}\bigl(v(q)\chi(q)\bigr)\Bigr].$$

The hypothesis `hpos` states positivity as a positive real part and a zero imaginary part. Physically, it says that the dielectric matrix $1-v(q)\chi(q)$ has a positive determinant. This is the expected situation at imaginary frequency for a ground state with time-reversal symmetry, where the Coulomb interaction $v$ is positive semidefinite and $\chi$ is Hermitian and negative semidefinite; the theorem assumes the condition and does not derive it from those properties. The proof passes to real numbers, uses the real logarithm of a product, and returns to complex numbers.

Under this condition, the integrands at the $N$ wavevectors add up to the integrand of the $N$-cell supercell under Born–von Kármán conditions; division by $N$ gives the value per cell.

```lean
/-- If every Bloch determinant `det(1 - v(q) χ(q))` is real and positive, the RPA integrand of
the whole crystal is the sum over wavevectors of the integrands of the Bloch blocks. -/
theorem rpaIntegrand_eq_sum {v χ : Matrix (ZMod N × b) (ZMod N × b) ℂ}
    (hv : IsPeriodic v) (hχ : IsPeriodic χ)
    (hpos : ∀ q, 0 < (1 - bloch v q * bloch χ q).det.re ∧
      (1 - bloch v q * bloch χ q).det.im = 0) :
    rpaIntegrand (v * χ) = ∑ q, rpaIntegrand (bloch v q * bloch χ q) := by
  -- for positive reals the logarithm of a product has no branch ambiguity
  have key : ∀ d : ZMod N → ℂ, (∀ q, 0 < (d q).re ∧ (d q).im = 0) →
      Complex.log (∏ q, d q) = ∑ q, Complex.log (d q) := by
    intro d hd
    obtain ⟨D, rfl⟩ : ∃ D : ZMod N → ℝ, d = fun q => (D q : ℂ) :=
      ⟨fun q => (d q).re, funext fun q => Complex.ext (by simp) (by simp [(hd q).2])⟩
    have hD : ∀ q, 0 < D q := fun q => by simpa using (hd q).1
    have hlog : Real.log (∏ q, D q) = ∑ q, Real.log (D q) := by
      rw [Real.log_prod]
      intro q _
      exact (hD q).ne'
    show Complex.log (∏ q, (D q : ℂ)) = ∑ q, Complex.log (D q : ℂ)
    rw [← Complex.ofReal_prod, ← Complex.ofReal_log (prod_nonneg fun q _ => (hD q).le),
      hlog, Complex.ofReal_sum]
    exact sum_congr rfl fun q _ => Complex.ofReal_log (hD q).le
  unfold rpaIntegrand
  rw [(rpa_det_trace hv hχ).1, (rpa_det_trace hv hχ).2, sum_add_distrib, key _ hpos]
```

Without positivity the sum can fail. An algebraic example shows this; its $\chi$ is positive definite, so it is not a physical response at imaginary frequency. Take $N=2$, one basis function per cell, $v=1$ and $\chi=2\cdot1$. Both matrices are periodic, and $d_q=-1$ at both wavevectors. The whole crystal has determinant $1$ and integrand $\ln1+4=4$, whereas the two blocks give $2(i\pi+2)=4+2\pi i$.

## A response that vanishes at zero wavevector

A simple model satisfies all the hypotheses. Let $v=1$ be a contact interaction and let $\chi_{xy}=1-N\delta_{xy}$, with one basis function per cell.

```lean
/-- A model response with one basis function per cell: `1` between different cells and
`1 - N` within a cell. -/
def modelResponse (N : ℕ) : Matrix (ZMod N × Unit) (ZMod N × Unit) ℂ :=
  Matrix.of fun x y => 1 - if x.1 = y.1 then (N : ℂ) else 0
```

The Bloch block is $\chi(q)=N\delta_{q0}-N$. It vanishes at $q=0$, as the response to a uniform potential does at fixed particle number, and equals $-N$ at any other wavevector. Hence $d_0=1$ and $d_q=1+N$ for $q\neq0$, all positive. For $N=2$ the full matrix $1-\chi$ has diagonal elements $2$ and off-diagonal elements $-1$; its determinant is $3=1\cdot3$.

```lean
/-- The unit contact interaction and the model response are periodic, and their Bloch
determinants are `1` at zero wavevector and `1 + N` at every other one. -/
theorem rpaIntegrand_eq_sum_witness :
    IsPeriodic (1 : Matrix (ZMod N × Unit) (ZMod N × Unit) ℂ) ∧
      IsPeriodic (modelResponse N) ∧
      ∀ q : ZMod N, (1 - bloch (1 : Matrix (ZMod N × Unit) (ZMod N × Unit) ℂ) q *
        bloch (modelResponse N) q).det = if q = 0 then 1 else 1 + (N : ℂ) := by
  have h1 : IsPeriodic (1 : Matrix (ZMod N × Unit) (ZMod N × Unit) ℂ) := by
    intro t x y i j
    simp [Matrix.one_apply]
  have h2 : IsPeriodic (modelResponse N) := by
    intro t x y i j
    simp [modelResponse]
  refine ⟨h1, h2, fun q => ?_⟩
  have h0 : phase q 0 = 1 := by simp [phase]
  rw [← (periodic_mul h1 h2).2 q, one_mul, Matrix.det_unique]
  by_cases hq : q = 0
  · subst hq
    simp [bloch, modelResponse, mul_sub, sum_sub_distrib, phase_sum, h0]
  · simp [bloch, modelResponse, mul_sub, sum_sub_distrib, phase_sum, h0, hq]

end

end PeriodicRPA
```

```lean
#print axioms PeriodicRPA.phase_intCast
#print axioms PeriodicRPA.rpaIntegrand_eq_sum
```

```
'PeriodicRPA.phase_intCast' depends on axioms: [propext, Classical.choice, Quot.sound]
'PeriodicRPA.rpaIntegrand_eq_sum' depends on axioms: [propext, Classical.choice, Quot.sound]
```
